# Three noncollinear atoms with positive central springs have only rigid zero-energy displacements in the plane

In electron-phonon coupling, each vibrational mode enters with a zero-point amplitude proportional to $1/\sqrt{\omega}$, which diverges for a mode of zero frequency. The rigid motions of a molecule are therefore removed first. If another displacement also costs no energy, removing the rigid motions leaves a divergence behind. For a triangle of atoms moving in its own plane, the question is whether the two translations and the rotation are the whole list.

Let atom $i$ sit at $r_i$ and be displaced by $u_i$, both in the plane, and let the harmonic energy be

$$E(u)=\tfrac12\sum_{i<j}k_{ij}\,\langle r_i-r_j,\;u_i-u_j\rangle^2 .$$

Let $J(x,y)=(-y,x)$ be the quarter-turn. If the three atoms are not on one line and every $k_{ij}$ is positive, then $E(u)=0$ exactly when $u_i=a+cJr_i$ for some vector $a$ and number $c$, and these displacements form a three-dimensional space. In this finite harmonic model, the $6\times6$ force-constant matrix thus has three zero eigenvalues and three positive ones, a count against which a computed in-plane spectrum can be compared.

## Central springs: rigid motions cost nothing

A central spring responds only to the change in length of its bond. To first order that change is the relative displacement projected on the unit bond vector. The energy above uses the full bond vector, so for a bond of length $\ell_{ij}>0$ and ordinary spring constant $K_{ij}$ one has $k_{ij}=K_{ij}/\ell_{ij}^2$. This form of the energy is built into the definitions. The step from a real molecule to the model is the assumption that its potential, expanded to second order about equilibrium, has this form, with no angle-bending terms and no tension in the bonds.

By hand, invariance takes one line. Adding $a+cJr_i$ to every $u_i$ changes $u_i-u_j$ by $cJ(r_i-r_j)$, which is orthogonal to $r_i-r_j$. No bond projection changes, so neither does $E$, whatever the signs of the $k_{ij}$. This is the rotational sum rule in energy form, together with the translational one.

In Lean, positions and displacements are functions `Fin N → Fin 2 → ℝ`, so atoms are numbered from 0 and motion out of the plane is absent.

```lean
import Mathlib

open Matrix

namespace PlanarSpringZeroModes

noncomputable section

/-- The quarter-turn `J` of the plane, `(x, y) ↦ (-y, x)`. -/
def quarterTurn (v : Fin 2 → ℝ) : Fin 2 → ℝ := ![-v 1, v 0]
```

The name `stretch` stands for the projection on the full bond vector, which is the bond length times the first-order elongation.

```lean
/-- The bond vector between atoms `i` and `j` paired with their relative displacement. -/
def stretch {N : ℕ} (r u : Fin N → Fin 2 → ℝ) (i j : Fin N) : ℝ :=
  (r i - r j) ⬝ᵥ (u i - u j)
```

The inner sum of `energy` runs over $j>i$, so only the entries `k i j` with `i < j` matter and no symmetry of `k` is required.

```lean
/-- The harmonic energy of central springs `k i j`, each pair `i < j` counted once. -/
def energy {N : ℕ} (k : Fin N → Fin N → ℝ) (r u : Fin N → Fin 2 → ℝ) : ℝ :=
  1 / 2 * ∑ i, ∑ j ∈ Finset.Ioi i, k i j * stretch r u i j ^ 2
```

The determinant below is nonzero exactly when the three named atoms are not on one line.

```lean
/-- Twice the signed area of the triangle formed by atoms `a`, `b`, `c`. -/
def triangleDet {N : ℕ} (r : Fin N → Fin 2 → ℝ) (a b c : Fin N) : ℝ :=
  (r b 0 - r a 0) * (r c 1 - r a 1) - (r b 1 - r a 1) * (r c 0 - r a 0)
```

The rigid motions are given as a linear map from pairs $(a,c)$ to displacements. Here $c$ is an infinitesimal angle; a finite rotation would displace the atoms differently at second order.

```lean
/-- The infinitesimal rigid motion with translation `a` and rotation angle `c`:
atom `i` is displaced by `a + c J r_i`. -/
def rigidMotion {N : ℕ} (r : Fin N → Fin 2 → ℝ) :
    ((Fin 2 → ℝ) × ℝ) →ₗ[ℝ] (Fin N → Fin 2 → ℝ) where
  toFun p i := p.1 + p.2 • quarterTurn (r i)
  map_add' p q := by
    funext i
    change (p.1 + q.1) + (p.2 + q.2) • quarterTurn (r i)
      = (p.1 + p.2 • quarterTurn (r i)) + (q.1 + q.2 • quarterTurn (r i))
    module
  map_smul' t p := by
    funext i
    change t • p.1 + (t * p.2) • quarterTurn (r i)
      = t • (p.1 + p.2 • quarterTurn (r i))
    module
```

The invariance proof writes the projection in coordinates, and `ring` then cancels the two cross terms of $\langle d,Jd\rangle$, with $d=r_i-r_j$.

```lean
/-- The bond projection written in Cartesian coordinates. -/
theorem stretch_eq {N : ℕ} (r u : Fin N → Fin 2 → ℝ) (i j : Fin N) :
    stretch r u i j =
      (r i 0 - r j 0) * (u i 0 - u j 0) + (r i 1 - r j 1) * (u i 1 - u j 1) := by
  simp [stretch, dotProduct, Fin.sum_univ_two]

/-- Rotational and translational invariance: adding an infinitesimal rigid motion to any
displacement leaves the harmonic energy unchanged. -/
theorem energy_add_rigidMotion {N : ℕ} (k : Fin N → Fin N → ℝ)
    (r u : Fin N → Fin 2 → ℝ) (p : (Fin 2 → ℝ) × ℝ) :
    energy k r (u + rigidMotion r p) = energy k r u := by
  have h : ∀ i j, stretch r (u + rigidMotion r p) i j = stretch r u i j := by
    intro i j
    rw [stretch_eq, stretch_eq]
    change (r i 0 - r j 0) * ((u i 0 + (p.1 0 + p.2 * (-(r i 1))))
        - (u j 0 + (p.1 0 + p.2 * (-(r j 1)))))
      + (r i 1 - r j 1) * ((u i 1 + (p.1 1 + p.2 * r i 0))
        - (u j 1 + (p.1 1 + p.2 * r j 0))) = _
    ring
  simp only [energy, h]
```

Without centrality the rotation can acquire a cost. If each bond had energy $\tfrac12 k_{ij}|u_i-u_j|^2$ instead, translations would still be free, but the rotation $u_i=cJr_i$ would cost $\tfrac12 k_{ij}c^2|r_i-r_j|^2$ per bond.

## Positive springs: zero energy leaves every bond unstretched

Positivity, `hk` in Lean, says that every pair of atoms resists a first-order change of its distance. By hand it is used once: $E$ is a sum of nonnegative terms, so $E=0$ makes each term vanish, and $k_{ij}>0$ then gives

$$\langle r_i-r_j,\;u_i-u_j\rangle=0\quad\text{for all } i,j .$$

The Lean proof applies the same statement about nonnegative sums twice, first to the sum over $i$ and then to the sum over $j$. It obtains the result for $i<j$ and extends it to all ordered pairs, since the projection is symmetric in $i$ and $j$ and vanishes for $i=j$.

```lean
/-- With positive springs on all pairs, the energy vanishes exactly when every bond vector is
orthogonal to the relative displacement of its ends. -/
theorem energy_eq_zero_iff {N : ℕ} {k : Fin N → Fin N → ℝ}
    (hk : ∀ i j, i < j → 0 < k i j) (r u : Fin N → Fin 2 → ℝ) :
    energy k r u = 0 ↔ ∀ i j, stretch r u i j = 0 := by
  constructor
  · intro h
    have hnn : ∀ i, ∀ j ∈ Finset.Ioi i, 0 ≤ k i j * stretch r u i j ^ 2 :=
      fun i j hj => mul_nonneg (hk i j (Finset.mem_Ioi.1 hj)).le (sq_nonneg _)
    have hs : ∑ i, ∑ j ∈ Finset.Ioi i, k i j * stretch r u i j ^ 2 = 0 := by
      unfold energy at h
      linarith
    -- a vanishing sum of nonnegative terms vanishes term by term
    have key : ∀ i j, i < j → stretch r u i j = 0 := by
      intro i j hij
      have h1 := (Finset.sum_eq_zero_iff_of_nonneg
        (fun i _ => Finset.sum_nonneg (hnn i))).1 hs i (Finset.mem_univ i)
      have h2 := (Finset.sum_eq_zero_iff_of_nonneg (hnn i)).1 h1 j (Finset.mem_Ioi.2 hij)
      rcases mul_eq_zero.1 h2 with h3 | h3
      · exact absurd h3 (hk i j hij).ne'
      · exact (pow_eq_zero_iff two_ne_zero).1 h3
    intro i j
    rcases lt_trichotomy i j with hij | hij | hij
    · exact key i j hij
    · subst hij
      simp [stretch]
    · have h4 := key j i hij
      rw [stretch_eq] at h4 ⊢
      linear_combination h4
  · intro h
    simp [energy, h]
```

For the triangle, positivity can't be weakened to $k_{ij}\ge0$. Put the atoms at $r_0=(0,0)$, $r_1=(1,0)$, $r_2=(0,1)$, set $k_{12}=0$, and move only atom 1, by $u_1=(0,1)$. The bond from 0 to 1 turns without stretching, the bond from 0 to 2 is untouched, and the missing spring charges nothing. The energy is zero, but a rigid motion that leaves atoms 0 and 2 at rest leaves atom 1 at rest too.

## Atoms off one line: unstretched bonds force a rigid motion

Noncollinearity means that the bonds at an atom of the triangle point in two independent directions, so together they hold it in the plane. The derivation works for any number of atoms, provided some three of them, called $a,b,c$ as in the Lean proof, are not on one line. Within this argument $a$ and $c$ are atom labels, and the rotation angle is called $w$.

Let $d=r_b-r_a$, which is nonzero because the triangle has nonzero area. The relative displacement $e=u_b-u_a$ is orthogonal to $d$, so in the plane it is a multiple of $Jd$:

$$e=wJd,\qquad w=\frac{d_0e_1-d_1e_0}{d_0^2+d_1^2}.$$

```lean
/-- If a nonzero bond vector `d` is orthogonal to the relative displacement `e` of its ends,
then `e` is a multiple of the quarter-turn of `d`. -/
theorem bond_rotates {d0 d1 e0 e1 : ℝ} (hd : d0 ^ 2 + d1 ^ 2 ≠ 0)
    (h : d0 * e0 + d1 * e1 = 0) : ∃ w : ℝ, e0 = -w * d1 ∧ e1 = w * d0 := by
  have hw := div_mul_cancel₀ (d0 * e1 - d1 * e0) hd
  refine ⟨(d0 * e1 - d1 * e0) / (d0 ^ 2 + d1 ^ 2), ?_, ?_⟩
  · exact mul_left_cancel₀ hd (by linear_combination d1 * hw + d0 * h)
  · exact mul_left_cancel₀ hd (by linear_combination -d0 * hw + d1 * h)
```

Now subtract the rigid motion that carries atoms $a$ and $b$ along, leaving

$$v_l=u_l-u_a-wJ(r_l-r_a),\qquad v_a=v_b=0 .$$

By invariance, the remainders $v$ also stretch no bond. For every atom $l$ this gives

$$\langle r_l-r_a,v_l\rangle=0,\qquad \langle r_l-r_b,v_l\rangle=0,$$

and subtracting yields $\langle d,v_l\rangle=0$. For $l=c$, the vector $v_c$ is orthogonal to both $d$ and $r_c-r_a$. These are independent, so $v_c=0$. The bond from $l$ to $c$ then gives $\langle r_l-r_c,v_l\rangle=0$, and subtracting this from the first equation gives $\langle r_c-r_a,v_l\rangle=0$. Hence $v_l=0$ for every atom, that is,

$$u_l=(u_a-wJr_a)+wJr_l .$$

The step from two orthogonality relations to zero is a lemma of its own:

```lean
/-- A plane vector orthogonal to two linearly independent directions is zero. -/
theorem eq_zero_of_orthogonal {d0 d1 e0 e1 x y : ℝ} (hD : d0 * e1 - d1 * e0 ≠ 0)
    (hd : d0 * x + d1 * y = 0) (he : e0 * x + e1 * y = 0) : x = 0 ∧ y = 0 := by
  constructor
  · exact (mul_eq_zero.1 (by linear_combination e1 * hd - d1 * he :
      (d0 * e1 - d1 * e0) * x = 0)).resolve_left hD
  · exact (mul_eq_zero.1 (by linear_combination d0 * he - e0 * hd :
      (d0 * e1 - d1 * e0) * y = 0)).resolve_left hD
```

In the main proof, `S` holds the bond equations, `bond_rotates` supplies `w`, and `hb` is $\langle d,v_l\rangle=0$. Then `hc` and `hl` state that $v_c$ and every $v_l$ vanish. The `linear_combination` calls inside `hb` and `hl` carry out the subtractions above. The converse writes $u$ as zero plus a rigid motion and applies invariance.

```lean
/-- For atoms in the plane, not all on one line, with positive central springs on all pairs,
the displacements of zero energy are exactly `u_i = a + c J r_i`. -/
theorem energy_eq_zero_iff_rigid {N : ℕ} {k : Fin N → Fin N → ℝ}
    (hk : ∀ i j, i < j → 0 < k i j) {r : Fin N → Fin 2 → ℝ}
    (hr : ∃ a b c, triangleDet r a b c ≠ 0) (u : Fin N → Fin 2 → ℝ) :
    energy k r u = 0 ↔
      ∃ (a : Fin 2 → ℝ) (c : ℝ), ∀ i, u i = a + c • quarterTurn (r i) := by
  constructor
  · intro hE
    obtain ⟨a, b, c, hD⟩ := hr
    have S : ∀ i j, (r i 0 - r j 0) * (u i 0 - u j 0)
        + (r i 1 - r j 1) * (u i 1 - u j 1) = 0 := fun i j => by
      rw [← stretch_eq]
      exact (energy_eq_zero_iff hk r u).1 hE i j
    have hd : (r b 0 - r a 0) ^ 2 + (r b 1 - r a 1) ^ 2 ≠ 0 := by
      intro h
      have h0 : r b 0 - r a 0 = 0 := (pow_eq_zero_iff two_ne_zero).1
        (by linarith [sq_nonneg (r b 0 - r a 0), sq_nonneg (r b 1 - r a 1)])
      have h1 : r b 1 - r a 1 = 0 := (pow_eq_zero_iff two_ne_zero).1
        (by linarith [sq_nonneg (r b 0 - r a 0), sq_nonneg (r b 1 - r a 1)])
      apply hD
      unfold triangleDet
      linear_combination (r c 1 - r a 1) * h0 - (r c 0 - r a 0) * h1
    -- the bond from a to b fixes the rotation angle w
    obtain ⟨w, h0, h1⟩ := bond_rotates hd (S b a)
    have hb : ∀ l, (r b 0 - r a 0) * (u l 0 - u a 0 + w * (r l 1 - r a 1))
        + (r b 1 - r a 1) * (u l 1 - u a 1 - w * (r l 0 - r a 0)) = 0 := fun l => by
      linear_combination S l a - S l b - (r l 0 - r b 0) * h0 - (r l 1 - r b 1) * h1
    -- atom c follows the rigid motion, and then so does every atom
    have hc := eq_zero_of_orthogonal hD (hb c) (by linear_combination S c a)
    have hl := fun l => eq_zero_of_orthogonal hD (hb l) (by
      linear_combination S l a - S l c - (r l 0 - r c 0) * hc.1 - (r l 1 - r c 1) * hc.2)
    refine ⟨![u a 0 + w * r a 1, u a 1 - w * r a 0], w, fun l => ?_⟩
    ext s
    fin_cases s
    · change u l 0 = (u a 0 + w * r a 1) + w * (-(r l 1))
      linear_combination (hl l).1
    · change u l 1 = (u a 1 - w * r a 0) + w * r l 0
      linear_combination (hl l).2
  · rintro ⟨a, c, h⟩
    have hu : u = 0 + rigidMotion r (a, c) := by
      rw [zero_add]
      funext i
      exact h i
    rw [hu, energy_add_rigidMotion]
    simp [energy, stretch]
```

For the dimension, suppose a rigid motion with translation $t$ and angle $w$ displaces no atom, so $t+wJr_i=0$ for all $i$. Subtracting the equations for $a$ and $b$ gives $wJd=0$, hence $w=0$ and then $t=0$. The map from $(t,w)$ to displacements is injective, and its image has dimension $2+1=3$. The Lean proof reaches $w=0$ by showing that $w$ times the triangle determinant is zero.

```lean
/-- For atoms in the plane that are not all on one line, the infinitesimal rigid motions form
a space of dimension three. -/
theorem finrank_rigidMotion {N : ℕ} {r : Fin N → Fin 2 → ℝ}
    (hr : ∃ a b c, triangleDet r a b c ≠ 0) :
    Module.finrank ℝ (LinearMap.range (rigidMotion r)) = 3 := by
  obtain ⟨a, b, c, hD⟩ := hr
  have hinj : Function.Injective (rigidMotion r) := by
    refine LinearMap.ker_eq_bot.1 (LinearMap.ker_eq_bot'.2 fun p hp => ?_)
    have X : ∀ i, p.1 0 + p.2 * (-(r i 1)) = 0 := fun i => congrFun (congrFun hp i) 0
    have Y : ∀ i, p.1 1 + p.2 * r i 0 = 0 := fun i => congrFun (congrFun hp i) 1
    have hw : p.2 = 0 := by
      refine (mul_eq_zero.1 (?_ : p.2 * triangleDet r a b c = 0)).resolve_right hD
      unfold triangleDet
      linear_combination (r c 1 - r a 1) * (Y b - Y a) - (r c 0 - r a 0) * (X a - X b)
    refine Prod.ext ?_ hw
    ext s
    fin_cases s
    · change p.1 0 = 0
      linear_combination X a + r a 1 * hw
    · change p.1 1 = 0
      linear_combination Y a - r a 0 * hw
  rw [LinearMap.finrank_range_of_inj hinj]
  simp [Module.finrank_prod]
```

The theorem for the triangle writes the three spring terms out. Its first part equates the set of zero-energy displacements with the range of `rigidMotion r`; its second part gives the dimension of that range. The proof expands the double sum into the three bonds and applies the two preceding theorems.

```lean
/-- For three noncollinear atoms in the plane joined by positive central springs, the zero-energy
displacements are exactly the rigid motions `a + c J r_i`, a space of dimension three. -/
theorem three_atoms {k : Fin 3 → Fin 3 → ℝ} (hk : ∀ i j, i < j → 0 < k i j)
    {r : Fin 3 → Fin 2 → ℝ} (hr : triangleDet r 0 1 2 ≠ 0) :
    {u : Fin 3 → Fin 2 → ℝ | 1 / 2 * (k 0 1 * ((r 0 - r 1) ⬝ᵥ (u 0 - u 1)) ^ 2
        + k 0 2 * ((r 0 - r 2) ⬝ᵥ (u 0 - u 2)) ^ 2
        + k 1 2 * ((r 1 - r 2) ⬝ᵥ (u 1 - u 2)) ^ 2) = 0}
      = (LinearMap.range (rigidMotion r) : Set (Fin 3 → Fin 2 → ℝ)) ∧
    Module.finrank ℝ (LinearMap.range (rigidMotion r)) = 3 := by
  refine ⟨?_, finrank_rigidMotion ⟨0, 1, 2, hr⟩⟩
  ext u
  have h0 : Finset.Ioi (0 : Fin 3) = {1, 2} := by decide
  have h1 : Finset.Ioi (1 : Fin 3) = {2} := by decide
  have h2 : Finset.Ioi (2 : Fin 3) = ∅ := by decide
  have hE : energy k r u = 1 / 2 * (k 0 1 * ((r 0 - r 1) ⬝ᵥ (u 0 - u 1)) ^ 2
        + k 0 2 * ((r 0 - r 2) ⬝ᵥ (u 0 - u 2)) ^ 2
        + k 1 2 * ((r 1 - r 2) ⬝ᵥ (u 1 - u 2)) ^ 2) := by
    rw [energy, Fin.sum_univ_three, h0, h1, h2, Finset.sum_pair (by decide),
      Finset.sum_singleton, Finset.sum_empty]
    unfold stretch
    ring
  rw [Set.mem_ofPred_eq, ← hE, energy_eq_zero_iff_rigid hk ⟨0, 1, 2, hr⟩]
  constructor
  · rintro ⟨a, c, h⟩
    exact ⟨(a, c), funext fun i => (h i).symm⟩
  · rintro ⟨p, hp⟩
    exact ⟨p.1, p.2, fun i => (congrFun hp i).symm⟩
```

Three distinct atoms are not enough if they lie on one line. With atoms at $(0,0)$, $(1,0)$ and $(2,0)$, moving the middle one sideways is orthogonal to every bond and costs nothing for any spring constants. It isn't rigid, because the sideways part of a rigid motion is an affine function of position along the chain, and the values $0,1,0$ are not affine. Physically, the chain needs a bending force, which central springs without tension don't supply at harmonic order.

```lean
/-- In the straight chain `(0, 0)`, `(1, 0)`, `(2, 0)` with central springs of any constants, moving
the middle atom sideways costs no harmonic energy, yet it is not an infinitesimal rigid motion. -/
theorem collinear_chain_soft (k : Fin 3 → Fin 3 → ℝ) :
    energy k ![![0, 0], ![1, 0], ![2, 0]] ![![0, 0], ![0, 1], ![0, 0]] = 0 ∧
    ![![0, 0], ![0, 1], ![0, 0]] ∉
      LinearMap.range (rigidMotion ![![0, 0], ![1, 0], ![2, 0]]) := by
  constructor
  · have h : ∀ i j, stretch ![![0, 0], ![1, 0], ![2, 0]]
        ![![0, 0], ![0, 1], ![0, 0]] i j = 0 := by
      intro i j
      rw [stretch_eq]
      fin_cases i <;> fin_cases j <;> simp
    simp [energy, h]
  · rintro ⟨p, hp⟩
    -- the transverse displacement of a rigid motion is affine along the chain
    have h0 : p.1 1 + p.2 * 0 = (0 : ℝ) := congrFun (congrFun hp 0) 1
    have h1 : p.1 1 + p.2 * 1 = (1 : ℝ) := congrFun (congrFun hp 1) 1
    have h2 : p.1 1 + p.2 * 2 = (0 : ℝ) := congrFun (congrFun hp 2) 1
    linarith

end

end PlanarSpringZeroModes
```

The first step of the argument also settles the diatomic molecule. For two atoms at different positions joined by a positive spring, $u_b-u_a=wJ(r_b-r_a)$ already says that the displacement is rigid, so there too the zero-energy displacements are exactly the three-dimensional space of rigid motions, although two atoms always lie on one line.

```lean
#print axioms PlanarSpringZeroModes.three_atoms
#print axioms PlanarSpringZeroModes.collinear_chain_soft
```

```
'PlanarSpringZeroModes.three_atoms' depends on axioms: [propext, Classical.choice, Quot.sound]
'PlanarSpringZeroModes.collinear_chain_soft' depends on axioms: [propext, Classical.choice, Quot.sound]
```
